# Two-sided bounds on the lowest Newns–Anderson eigenvalue for an adsorbate level below a finite substrate

Second-order perturbation theory gives me a lowered one-electron adsorbate level but no error bar, so I can't tell when the coupling has become too strong to trust it. My adsorbate level \(a\) lies below all of the finitely many substrate levels \(e_k\), and the couplings are \(V_k\). The estimate is \(a-A\), with \(A=\sum_k |V_k|^2/(e_k-a)\). Is the true lowest one-electron eigenvalue \(E\) above or below it, and by how much at most?

## The second-order energy is never too high, and its error is at most \(AB\)

With \(B=\sum_k |V_k|^2/(e_k-a)^2\), the lowest eigenvalue satisfies

\[
\frac{A}{1+B}\;\le\; a-E\;\le\; A .
\]

**Eliminating the substrate.** Let \(x_0\) and \(x_k\) be the adsorbate and substrate amplitudes. The eigenvalue equations are

\[
a x_0+\sum_k V_k x_k=E x_0,\qquad V_k^* x_0+e_k x_k=E x_k .
\]

For \(E\) below every \(e_k\), the second gives \(x_k=-V_k^*x_0/(e_k-E)\). If \(x_0\) were zero, the whole vector would vanish, so we may divide by it:

\[
a-E=S(E),\qquad S(z)=\sum_k\frac{|V_k|^2}{e_k-z}.
\]

Conversely, a solution of this equation gives an eigenvector with \(x_0=1\).

**Finding the lowest root.** Below the substrate, \(S\) does not decrease with energy, and \(S(a)=A\). The continuous function \(a-z-S(z)\) equals \(A-S(a-A)\ge0\) at \(z=a-A\) and \(-A\le0\) at \(z=a\), so it has a zero \(E\le a\) between them. An eigenvalue \(y<E\) would require \(a-y=S(y)\le S(E)=a-E\), which contradicts \(y<E\). Hence \(E\) is the lowest.

**Bounding the shift.** Monotonicity gives \(a-E=S(E)\le S(a)=A\). For the other side, compare each term of \(S\) with its tangent at \(a\):

\[
\frac1{e_k-E}-\frac1{e_k-a}+\frac{a-E}{(e_k-a)^2}
=\frac{(a-E)^2}{(e_k-E)(e_k-a)^2}\ge0 .
\]

Multiplying by \(|V_k|^2\) and summing gives \(a-E\ge A-(a-E)B\), which rearranges to the lower bound. The error of second order is therefore

\[
0\le E-(a-A)\le A-\frac{A}{1+B}=\frac{AB}{1+B}\le AB .
\]

For couplings \(tV_k\), \(A\) and \(B\) each gain a factor \(t^2\). Dividing the bounds by \(t^2\) squeezes \((a-E)/t^2\) to \(A\) as \(t\to0\).

**Two substrate levels.** Take \(a=0\), \(e=(3,7)\) and \(|V|^2=(2,4)\). Then \(A=26/21\approx1.238\) and \(B=134/441\approx0.304\), so \(0.949\le -E\le1.239\). The exact value is \(E=-1\), since \(2/4+4/8=1\). Second order is too low by about 0.238, within \(AB\approx0.376\).

## Reading the Lean statement

In `hamiltonian`, the index `none` is the adsorbate orbital and `some k` a substrate state; the basis is orthonormal. `energies` collects the real eigenvalues, which are all of them because the matrix is Hermitian. `IsLeast (energies a e V) E` says that \(E\) is an eigenvalue and none is lower; `exists_lowest` shows that there is one.

`levelShift` is \(S\), with the opposite sign to the usual textbook level shift, and its value at \(a\) is \(A\). `admixture` at \(a\) is \(B\), the sum of the squared moduli of the first-order substrate amplitudes when the adsorbate amplitude is 1; in the normalised first-order state the substrate weight is \(B/(1+B)\).

The hypothesis `ha` puts the adsorbate level under the bottom of the substrate spectrum. The level \(a\) is a fixed number, not adjusted self-consistently to the occupation. Passing from finitely many levels to a metal's continuous band is a further step. Within this finite, non-interacting model, the bounds give an error estimate for a perturbative level shift in electronic-structure work.

## From the secular equation to the bounds in Lean

`eigen_iff` writes out the amplitude equations, and `mem_energies_iff` eliminates the substrate, with `hs` summing its feedback on the adsorbate. `exists_lowest` applies the intermediate value theorem to the sign change above.

`levelShift_mono` compares \(S\) term by term. In `levelShift_tangent`, `h3` is the square identity, checked by `field_simp` and `ring`. `lowest_energy_bracket` combines the two, clearing the denominator \(1+B\) with `div_le_iff₀`. `second_order_error` rearranges the result, and `weak_coupling_limit` uses the scalings `sA` and `sB` before squeezing.

```lean
import Mathlib

open Matrix Filter Topology
open scoped ComplexConjugate

namespace NewnsAndersonBracket

noncomputable section

variable {n : Type*} [Fintype n]

/-- The level shift `∑ |V_k|² / (e_k - z)` at energy `z`, for `z` different from all
substrate levels `e_k`. -/
def levelShift (e : n → ℝ) (V : n → ℂ) (z : ℝ) : ℝ :=
  ∑ k, ‖V k‖ ^ 2 / (e k - z)

/-- The sum `∑ |V_k|² / (e_k - z)²`, for `z` different from all substrate levels `e_k`. -/
def admixture (e : n → ℝ) (V : n → ℂ) (z : ℝ) : ℝ :=
  ∑ k, ‖V k‖ ^ 2 / (e k - z) ^ 2

/-- Below all substrate levels the level shift does not decrease with energy. -/
theorem levelShift_mono {e : n → ℝ} (V : n → ℂ) {y z : ℝ} (hyz : y ≤ z)
    (hz : ∀ k, z < e k) : levelShift e V y ≤ levelShift e V z := by
  unfold levelShift
  refine Finset.sum_le_sum fun k _ => ?_
  exact div_le_div_of_nonneg_left (by positivity) (sub_pos.2 (hz k)) (by linarith)

/-- For energies `y ≤ z` below all substrate levels, the level shift at `y` lies on or above
its tangent line drawn at `z`. -/
theorem levelShift_tangent {e : n → ℝ} (V : n → ℂ) {y z : ℝ} (hyz : y ≤ z)
    (hz : ∀ k, z < e k) :
    levelShift e V z - (z - y) * admixture e V z ≤ levelShift e V y := by
  unfold levelShift admixture
  rw [Finset.mul_sum, ← Finset.sum_sub_distrib]
  refine Finset.sum_le_sum fun k _ => ?_
  have h1 : 0 < e k - z := sub_pos.2 (hz k)
  have h2 : 0 < e k - y := by linarith
  -- for each `k`, the difference of the two sides is a square over a positive denominator
  have h3 : ‖V k‖ ^ 2 / (e k - y)
      - (‖V k‖ ^ 2 / (e k - z) - (z - y) * (‖V k‖ ^ 2 / (e k - z) ^ 2))
      = ‖V k‖ ^ 2 * (z - y) ^ 2 / ((e k - y) * (e k - z) ^ 2) := by
    have h1' := h1.ne'
    have h2' := h2.ne'
    field_simp
    ring
  have h4 : 0 ≤ ‖V k‖ ^ 2 * (z - y) ^ 2 / ((e k - y) * (e k - z) ^ 2) := by positivity
  linarith

variable [DecidableEq n]

/-- The Newns-Anderson matrix: adsorbate level `a` (index `none`), substrate levels `e k`
(index `some k`), and couplings `V k` between them. -/
def hamiltonian (a : ℝ) (e : n → ℝ) (V : n → ℂ) : Matrix (Option n) (Option n) ℂ :=
  Matrix.of fun i j => match i, j with
    | none, none => (a : ℂ)
    | none, some k => V k
    | some k, none => conj (V k)
    | some j, some k => if j = k then (e j : ℂ) else 0

/-- The real eigenvalues of the Newns-Anderson matrix. -/
def energies (a : ℝ) (e : n → ℝ) (V : n → ℂ) : Set ℝ :=
  {E | ∃ x : Option n → ℂ, x ≠ 0 ∧ hamiltonian a e V *ᵥ x = (E : ℂ) • x}

omit [Fintype n] in
/-- The Newns-Anderson matrix is Hermitian. -/
theorem hamiltonian_isHermitian (a : ℝ) (e : n → ℝ) (V : n → ℂ) :
    (hamiltonian a e V).IsHermitian := by
  refine Matrix.IsHermitian.ext fun i j => ?_
  rcases i with _ | i <;> rcases j with _ | j
  · simp [hamiltonian]
  · simp [hamiltonian]
  · simp [hamiltonian]
  · by_cases h : i = j
    · subst h
      simp [hamiltonian]
    · simp [hamiltonian, h, Ne.symm h]

/-- The eigenvalue equation, written out for the adsorbate and the substrate amplitudes. -/
theorem eigen_iff (a : ℝ) (e : n → ℝ) (V : n → ℂ) (E : ℝ) (x : Option n → ℂ) :
    hamiltonian a e V *ᵥ x = (E : ℂ) • x ↔
      (a : ℂ) * x none + ∑ k, V k * x (some k) = E * x none ∧
      ∀ k, conj (V k) * x none + e k * x (some k) = E * x (some k) := by
  rw [funext_iff, Option.forall]
  simp [hamiltonian, Matrix.mulVec, dotProduct, Fintype.sum_option]

/-- An energy `E` below all substrate levels is an eigenvalue exactly when `a - E` equals
the level shift at `E`. -/
theorem mem_energies_iff {a E : ℝ} {e : n → ℝ} {V : n → ℂ} (hE : ∀ k, E < e k) :
    E ∈ energies a e V ↔ a - E = levelShift e V E := by
  have hne : ∀ k, (e k : ℂ) - E ≠ 0 := fun k => by
    have h := (sub_pos.2 (hE k)).ne'
    exact_mod_cast h
  -- the substrate amplitudes feed back on the adsorbate through the level shift
  have hs : ∀ c : ℂ, ∑ k, V k * (-(conj (V k)) * c / ((e k : ℂ) - E))
      = -((levelShift e V E : ℝ) : ℂ) * c := by
    intro c
    unfold levelShift
    rw [Complex.ofReal_sum, neg_mul, Finset.sum_mul, ← Finset.sum_neg_distrib]
    refine Finset.sum_congr rfl fun k _ => ?_
    have h : V k * conj (V k) = ((‖V k‖ ^ 2 : ℝ) : ℂ) := by
      rw [Complex.mul_conj, Complex.normSq_eq_norm_sq]
    rw [Complex.ofReal_div, ← h, Complex.ofReal_sub]
    ring
  constructor
  · rintro ⟨x, hx, h⟩
    obtain ⟨h0, hk⟩ := (eigen_iff a e V E x).1 h
    have hxk : ∀ k, x (some k) = -(conj (V k)) * x none / ((e k : ℂ) - E) := by
      intro k
      rw [eq_div_iff (hne k)]
      linear_combination hk k
    have hx0 : x none ≠ 0 := by
      intro hz
      apply hx
      funext i
      cases i with
      | none => exact hz
      | some k => simp [hxk k, hz]
    simp only [hxk] at h0
    rw [hs] at h0
    apply Complex.ofReal_injective
    apply mul_right_cancel₀ hx0
    rw [Complex.ofReal_sub]
    linear_combination h0
  · intro h
    refine ⟨fun i => i.elim 1 fun k => -(conj (V k)) * 1 / ((e k : ℂ) - E), ?_, ?_⟩
    · intro hx
      simpa using congrFun hx none
    · refine (eigen_iff a e V E _).2 ⟨?_, fun k => ?_⟩
      · change (a : ℂ) * 1 + ∑ k, V k * (-(conj (V k)) * 1 / ((e k : ℂ) - E)) = E * 1
        rw [hs, ← h, Complex.ofReal_sub]
        ring
      · change conj (V k) * 1 + e k * (-(conj (V k)) * 1 / ((e k : ℂ) - E))
          = E * (-(conj (V k)) * 1 / ((e k : ℂ) - E))
        have h1 : (-(conj (V k)) * 1 / ((e k : ℂ) - E)) * ((e k : ℂ) - E)
            = -(conj (V k)) * 1 := (eq_div_iff (hne k)).1 rfl
        linear_combination h1

/-- If the adsorbate level lies below all substrate levels, a lowest eigenvalue exists and
does not exceed the adsorbate level. -/
theorem exists_lowest {a : ℝ} {e : n → ℝ} (V : n → ℂ) (ha : ∀ k, a < e k) :
    ∃ E ≤ a, IsLeast (energies a e V) E := by
  have hA : 0 ≤ levelShift e V a :=
    Finset.sum_nonneg fun k _ => div_nonneg (by positivity) (sub_pos.2 (ha k)).le
  have hc : ContinuousOn (fun E => a - E - levelShift e V E)
      (Set.Icc (a - levelShift e V a) a) := by
    unfold levelShift
    refine ContinuousOn.sub (by fun_prop) (continuousOn_finsetSum _ fun k _ =>
      ContinuousOn.div (by fun_prop) (by fun_prop) fun y hy => ?_)
    exact (sub_pos.2 (lt_of_le_of_lt hy.2 (ha k))).ne'
  have hm := levelShift_mono V (sub_le_self a hA) ha
  -- the secular function changes sign between `a - A` and `a`
  obtain ⟨E, hE, h0⟩ := intermediate_value_Icc' (sub_le_self a hA) hc
    (show (0 : ℝ) ∈ Set.Icc _ _ from ⟨by linarith, by linarith⟩)
  have h0' : a - E - levelShift e V E = 0 := h0
  have hlt : ∀ k, E < e k := fun k => lt_of_le_of_lt hE.2 (ha k)
  refine ⟨E, hE.2, (mem_energies_iff hlt).2 (by linarith), fun y hy => ?_⟩
  by_contra hcon
  have hyE : y < E := not_le.1 hcon
  have h1 := (mem_energies_iff fun k => hyE.trans (hlt k)).1 hy
  have h2 := levelShift_mono V hyE.le hlt
  linarith

/-- For an adsorbate level `a` below all substrate levels, the lowest eigenvalue `E` satisfies
`A / (1 + B) ≤ a - E ≤ A`, with `A = ∑ |V_k|²/(e_k - a)` and `B = ∑ |V_k|²/(e_k - a)²`. -/
theorem lowest_energy_bracket {a E : ℝ} {e : n → ℝ} {V : n → ℂ} (ha : ∀ k, a < e k)
    (hE : IsLeast (energies a e V) E) :
    levelShift e V a / (1 + admixture e V a) ≤ a - E ∧ a - E ≤ levelShift e V a := by
  obtain ⟨E₀, h₀, hl⟩ := exists_lowest V ha
  have hEa : E ≤ a := (hE.2 hl.1).trans h₀
  have hsec := (mem_energies_iff fun k => lt_of_le_of_lt hEa (ha k)).1 hE.1
  have hB : 0 ≤ admixture e V a := Finset.sum_nonneg fun k _ => by positivity
  constructor
  · have ht := levelShift_tangent V hEa ha
    rw [div_le_iff₀ (by linarith)]
    nlinarith
  · rw [hsec]
    exact levelShift_mono V hEa ha

/-- For an adsorbate level `a` below all substrate levels, the second-order energy `a - A` never
exceeds the lowest eigenvalue, and falls short of it by at most `A * B`, with
`A = ∑ |V_k|²/(e_k - a)` and `B = ∑ |V_k|²/(e_k - a)²`. -/
theorem second_order_error {a E : ℝ} {e : n → ℝ} {V : n → ℂ} (ha : ∀ k, a < e k)
    (hE : IsLeast (energies a e V) E) :
    0 ≤ E - (a - levelShift e V a) ∧
      E - (a - levelShift e V a) ≤ levelShift e V a * admixture e V a := by
  obtain ⟨h1, h2⟩ := lowest_energy_bracket ha hE
  have hA : 0 ≤ levelShift e V a :=
    Finset.sum_nonneg fun k _ => div_nonneg (by positivity) (sub_pos.2 (ha k)).le
  have hB : 0 ≤ admixture e V a := Finset.sum_nonneg fun k _ => by positivity
  have h3 : levelShift e V a - levelShift e V a * admixture e V a
      ≤ levelShift e V a / (1 + admixture e V a) := by
    rw [le_div_iff₀ (by linarith)]
    nlinarith [mul_nonneg hA (sq_nonneg (admixture e V a))]
  exact ⟨by linarith, by linarith⟩

/-- For an adsorbate level `a` below all substrate levels and couplings `t V_k`, the lowering of
the lowest eigenvalue below `a`, divided by `t²`, tends to `∑ |V_k|²/(e_k - a)` as `t → 0`. -/
theorem weak_coupling_limit {a : ℝ} {e : n → ℝ} {V : n → ℂ} (ha : ∀ k, a < e k)
    {E : ℝ → ℝ} (hE : ∀ t : ℝ, IsLeast (energies a e fun k => (t : ℂ) * V k) (E t)) :
    Tendsto (fun t => (a - E t) / t ^ 2) (𝓝[≠] 0) (𝓝 (levelShift e V a)) := by
  have hB : 0 ≤ admixture e V a := Finset.sum_nonneg fun k _ => by positivity
  -- both sums are quadratic in the coupling strength
  have sA : ∀ t : ℝ, levelShift e (fun k => (t : ℂ) * V k) a = t ^ 2 * levelShift e V a := by
    intro t
    simp only [levelShift, norm_mul, mul_pow, Complex.norm_real, Real.norm_eq_abs, sq_abs,
      Finset.mul_sum, mul_div_assoc]
  have sB : ∀ t : ℝ, admixture e (fun k => (t : ℂ) * V k) a = t ^ 2 * admixture e V a := by
    intro t
    simp only [admixture, norm_mul, mul_pow, Complex.norm_real, Real.norm_eq_abs, sq_abs,
      Finset.mul_sum, mul_div_assoc]
  have hpos : ∀ t : ℝ, t ≠ 0 → 0 < t ^ 2 := fun t ht => by positivity
  have hc : Continuous fun t : ℝ => levelShift e V a / (1 + t ^ 2 * admixture e V a) :=
    Continuous.div (by fun_prop) (by fun_prop) fun t => by positivity
  -- the bracket squeezes the scaled lowering
  refine tendsto_of_tendsto_of_tendsto_of_le_of_le'
    ((hc.tendsto' 0 (levelShift e V a) (by simp)).mono_left nhdsWithin_le_nhds)
    tendsto_const_nhds ?_ ?_
  · filter_upwards [self_mem_nhdsWithin] with t ht
    have h := (lowest_energy_bracket ha (hE t)).1
    rw [sA, sB] at h
    rw [le_div_iff₀ (hpos t ht)]
    calc levelShift e V a / (1 + t ^ 2 * admixture e V a) * t ^ 2
        = t ^ 2 * levelShift e V a / (1 + t ^ 2 * admixture e V a) := by ring
      _ ≤ a - E t := h
  · filter_upwards [self_mem_nhdsWithin] with t ht
    have h := (lowest_energy_bracket ha (hE t)).2
    rw [sA] at h
    rw [div_le_iff₀ (hpos t ht)]
    linarith

end

end NewnsAndersonBracket
```

```lean
#print axioms NewnsAndersonBracket.hamiltonian_isHermitian
#print axioms NewnsAndersonBracket.lowest_energy_bracket
#print axioms NewnsAndersonBracket.second_order_error
#print axioms NewnsAndersonBracket.weak_coupling_limit
```

```
'NewnsAndersonBracket.hamiltonian_isHermitian' depends on axioms: [propext, Classical.choice, Quot.sound]
'NewnsAndersonBracket.lowest_energy_bracket' depends on axioms: [propext, Classical.choice, Quot.sound]
'NewnsAndersonBracket.second_order_error' depends on axioms: [propext, Classical.choice, Quot.sound]
'NewnsAndersonBracket.weak_coupling_limit' depends on axioms: [propext, Classical.choice, Quot.sound]
```
